# Under diagonal dominance, on-site screened structure constants converge from below as the cluster grows

In tight-binding LMTO, the screened structure constants around a site can be computed by inverting a matrix on a finite cluster, which is then enlarged until the values settle. If the screening parameters are positive and the inverse of each exceeds the sum of the absolute bare couplings from its site to all others, each enlargement can only raise the on-site value or leave it unchanged, and that value converges. This is a strong condition: with the standard tight-binding parameters it already fails for an fcc atom and its nearest neighbours.

```lean
import Mathlib

open Matrix Filter Topology

namespace ScreenedClusterConvergence

noncomputable section

variable {ι : Type*} [DecidableEq ι]

/-- Bare structure constants `S` are symmetric, the screening parameters `α` are positive, and
`1/α i` exceeds `S i i` plus the absolute couplings to any finite set of other sites by at least
`g i > 0`. -/
structure ScreeningCondition (S : Matrix ι ι ℝ) (α g : ι → ℝ) : Prop where
  symm : S.IsSymm
  alpha_pos : ∀ i, 0 < α i
  gap_pos : ∀ i, 0 < g i
  dominance : ∀ i, ∀ C : Finset ι, i ∉ C → S i i + ∑ j ∈ C, |S i j| + g i ≤ 1 / α i

/-- The bare structure constants among the sites of a finite cluster. -/
def restrict (S : Matrix ι ι ℝ) (C : Finset ι) : Matrix C C ℝ :=
  Matrix.of fun i j => S i j

/-- The cluster matrix `1/α - S`. -/
def clusterMatrix (S : Matrix ι ι ℝ) (α : ι → ℝ) (C : Finset ι) : Matrix C C ℝ :=
  Matrix.diagonal (fun i : C => 1 / α i) - restrict S C

/-- The screened structure constants `S (1 - α S)⁻¹` of a finite cluster. -/
def screened (S : Matrix ι ι ℝ) (α : ι → ℝ) (C : Finset ι) : Matrix C C ℝ :=
  restrict S C * (1 - Matrix.diagonal (fun i : C => α i) * restrict S C)⁻¹

variable {S : Matrix ι ι ℝ} {α g : ι → ℝ}

/-- For finitely many sites, symmetric `S` and positive `α`, the strict inequality `1/α i > S i i +
∑ |S i j|` (sum over `j ≠ i`) gives the screening condition, with the difference of the two sides as
gap. -/
theorem screeningCondition_of_finite [Fintype ι] (hS : S.IsSymm) (hα : ∀ i, 0 < α i)
    (hd : ∀ i, S i i + ∑ j ∈ Finset.univ.erase i, |S i j| < 1 / α i) :
    ScreeningCondition S α
      (fun i => 1 / α i - (S i i + ∑ j ∈ Finset.univ.erase i, |S i j|)) where
  symm := hS
  alpha_pos := hα
  gap_pos i := sub_pos.mpr (hd i)
  dominance i C hi := by
    have hsub : C ⊆ Finset.univ.erase i := fun j hj =>
      Finset.mem_erase.mpr ⟨fun hji => hi (hji ▸ hj), Finset.mem_univ j⟩
    have := Finset.sum_le_sum_of_subset_of_nonneg (f := fun j => |S i j|) hsub
      (fun j _ _ => abs_nonneg _)
    linarith

/-- The infinite chain with unit coupling between nearest neighbours and `α = 1/4` meets the
screening condition with gap 1. -/
theorem screeningCondition_witness :
    ScreeningCondition (Matrix.of fun i j : ℤ => if j = i + 1 ∨ i = j + 1 then (1 : ℝ) else 0)
      (fun _ => 1 / 4) (fun _ => 1) where
  symm := by
    ext i j
    simp only [Matrix.transpose_apply, Matrix.of_apply, or_comm]
  alpha_pos _ := by norm_num
  gap_pos _ := one_pos
  dominance i C _ := by
    have hcard : (C.filter (fun j => j = i + 1 ∨ i = j + 1)).card ≤ 2 := by
      refine le_trans (Finset.card_le_card (t := {i + 1, i - 1}) ?_) Finset.card_le_two
      intro j hj
      have := (Finset.mem_filter.mp hj).2
      simp only [Finset.mem_insert, Finset.mem_singleton]
      omega
    have hsum : ∑ j ∈ C, |if j = i + 1 ∨ i = j + 1 then (1 : ℝ) else 0|
        = ((C.filter (fun j => j = i + 1 ∨ i = j + 1)).card : ℝ) := by
      rw [Finset.card_filter, Nat.cast_sum]
      refine Finset.sum_congr rfl fun j _ => ?_
      split_ifs <;> simp
    have h2 : ((C.filter (fun j => j = i + 1 ∨ i = j + 1)).card : ℝ) ≤ 2 := by
      exact_mod_cast hcard
    have h0 : ¬ (i = i + 1 ∨ i = i + 1) := by omega
    simp only [Matrix.of_apply]
    rw [hsum, if_neg h0]
    norm_num
    linarith

/-- Under the screening condition, the quadratic form of `1/α - S` on a cluster is at least `∑ g i *
x i ^ 2`. -/
theorem gap_le_quadratic (h : ScreeningCondition S α g) (C : Finset ι) (x : C → ℝ) :
    ∑ i : C, g i * x i ^ 2 ≤ x ⬝ᵥ (clusterMatrix S α C *ᵥ x) := by
  -- the pair terms cancel between the two members of each pair
  have h0 : ∑ i : C, ∑ j : C, |S i j| * (x i ^ 2 - x j ^ 2) / 2 = 0 := by
    have h1 : ∑ i : C, ∑ j : C, |S i j| * (x i ^ 2 - x j ^ 2) / 2
        = ∑ i : C, ∑ j : C, -(|S i j| * (x i ^ 2 - x j ^ 2) / 2) := by
      rw [Finset.sum_comm]
      refine Finset.sum_congr rfl fun i _ => Finset.sum_congr rfl fun j _ => ?_
      rw [h.symm.apply (i : ι) (j : ι)]
      ring
    simp only [Finset.sum_neg_distrib] at h1
    linarith
  have hrow : ∀ i : C, g i * x i ^ 2 + ∑ j : C, |S i j| * (x i ^ 2 - x j ^ 2) / 2
      ≤ x i * (clusterMatrix S α C *ᵥ x) i := by
    intro i
    have hA : (clusterMatrix S α C *ᵥ x) i = 1 / α i * x i - ∑ j : C, S i j * x j := by
      unfold clusterMatrix
      rw [Matrix.sub_mulVec, Pi.sub_apply, Matrix.mulVec_diagonal]
      rfl
    have habs : ∑ j : C, |S i j| = ∑ j ∈ C.erase i, |S i j| + |S i i| := by
      rw [Finset.sum_coe_sort C (fun j => |S i j|), Finset.sum_erase_add _ _ i.2]
    have hs : ∑ j : C, S i j * (x i * x j) ≤ ∑ j : C, (|S i j| * x i ^ 2
        - |S i j| * (x i ^ 2 - x j ^ 2) / 2
        + if j = i then (S i i - |S i i|) * x i ^ 2 else 0) := by
      refine Finset.sum_le_sum fun j _ => ?_
      split_ifs with hj
      · subst hj
        apply le_of_eq
        ring
      · have h1 := mul_nonneg (abs_nonneg (S i j)) (sq_nonneg (x i - x j))
        have h2 := mul_nonneg (abs_nonneg (S i j)) (sq_nonneg (x i + x j))
        rcases abs_cases (S i j) with ⟨he, _⟩ | ⟨he, _⟩ <;> rw [he] at h1 h2 ⊢ <;> nlinarith
    rw [Finset.sum_add_distrib, Finset.sum_sub_distrib, ← Finset.sum_mul, Finset.sum_ite_eq',
      if_pos (Finset.mem_univ _), habs] at hs
    have hm : x i * ∑ j : C, S i j * x j = ∑ j : C, S i j * (x i * x j) := by
      rw [Finset.mul_sum]
      exact Finset.sum_congr rfl fun j _ => by ring
    have hd := mul_le_mul_of_nonneg_right
      (h.dominance i (C.erase i) (Finset.notMem_erase _ _)) (sq_nonneg (x i))
    rw [hA, mul_sub, hm]
    linarith
  have := Finset.sum_le_sum fun i (_ : i ∈ Finset.univ) => hrow i
  rw [Finset.sum_add_distrib, h0, add_zero] at this
  exact this

/-- Under the screening condition, the matrix `1/α - S` of every finite cluster is positive
definite. -/
theorem clusterMatrix_posDef (h : ScreeningCondition S α g) (C : Finset ι) :
    (clusterMatrix S α C).PosDef := by
  refine Matrix.posDef_iff_dotProduct_mulVec.mpr ⟨?_, ?_⟩
  · have hB : (restrict S C)ᵀ = restrict S C := by
      ext i j
      exact h.symm.apply (i : ι) (j : ι)
    rw [Matrix.IsHermitian, Matrix.conjTranspose_eq_transpose_of_trivial, clusterMatrix,
      Matrix.transpose_sub, Matrix.diagonal_transpose, hB]
  · intro x hx
    rw [star_trivial]
    obtain ⟨i, hi⟩ := Function.ne_iff.mp hx
    refine lt_of_lt_of_le ?_ (gap_le_quadratic h C x)
    exact Finset.sum_pos' (fun j _ => mul_nonneg (h.gap_pos j).le (sq_nonneg _))
      ⟨i, Finset.mem_univ i, mul_pos (h.gap_pos i) (pow_pos_of_ne hi)⟩
where
  pow_pos_of_ne {a : ℝ} (ha : a ≠ 0) : 0 < a ^ 2 := by positivity

section General

variable {m k : Type*} [Fintype m] [DecidableEq m] [Fintype k]

/-- A positive definite matrix maps column `i` of its inverse to the unit vector at `i`. -/
lemma mulVec_column {M : Matrix m m ℝ} (hM : M.PosDef) (i : m) :
    M *ᵥ (fun j => M⁻¹ j i) = Pi.single i 1 := by
  have h := Matrix.mul_nonsing_inv M (isUnit_iff_ne_zero.mpr hM.det_pos.ne')
  ext l
  have hl := congrFun (congrFun h l) i
  rw [Matrix.mul_apply, Matrix.one_apply] at hl
  rw [Pi.single_apply]
  exact hl

/-- The quadratic form of `M` at column `i` of its inverse equals the diagonal entry `M⁻¹ i i`. -/
lemma column_energy {M : Matrix m m ℝ} (hM : M.PosDef) (i : m) :
    (fun j => M⁻¹ j i) ⬝ᵥ (M *ᵥ (fun j => M⁻¹ j i)) = M⁻¹ i i := by
  rw [mulVec_column hM]
  simp

/-- Variational bound: for positive definite `M`, every trial vector `x` gives the lower bound
`2 x i - x·Mx` on the diagonal entry of the inverse. -/
theorem variational_bound {M : Matrix m m ℝ} (hM : M.PosDef) (i : m) (x : m → ℝ) :
    2 * x i - x ⬝ᵥ (M *ᵥ x) ≤ M⁻¹ i i := by
  obtain ⟨y, hyd⟩ : ∃ y : m → ℝ, y = fun j => M⁻¹ j i := ⟨_, rfl⟩
  have hy : M *ᵥ y = Pi.single i 1 := by rw [hyd, mulVec_column hM]
  have hyi : y i = M⁻¹ i i := by rw [hyd]
  have hs : ∀ v : m → ℝ, v ⬝ᵥ Pi.single i 1 = v i := fun v => by simp
  have hT : Mᵀ = M := by
    rw [← Matrix.conjTranspose_eq_transpose_of_trivial]
    exact hM.isHermitian.eq
  have hyx : y ⬝ᵥ (M *ᵥ x) = x i := by
    rw [Matrix.dotProduct_mulVec, ← Matrix.mulVec_transpose, hT, hy, dotProduct_comm, hs]
  -- the form is nonnegative on the deviation from the exact response
  have hpos := hM.posSemidef.dotProduct_mulVec_nonneg (x - y)
  rw [star_trivial, Matrix.mulVec_sub, sub_dotProduct, dotProduct_sub, dotProduct_sub,
    hyx, hy, hs, hs] at hpos
  linarith

omit [DecidableEq m] in
/-- Extending a vector by zero gives the quadratic form of the corresponding submatrix. -/
lemma quadratic_extend (M : Matrix m m ℝ) (e : k → m) (he : Function.Injective e) (x : k → ℝ) :
    Function.extend e x 0 ⬝ᵥ (M *ᵥ Function.extend e x 0) = x ⬝ᵥ (M.submatrix e e *ᵥ x) := by
  simp only [dotProduct, Matrix.mulVec]
  symm
  apply Fintype.sum_of_injective e he
  · intro j hj
    rw [Function.extend_apply' _ _ _ hj]
    simp
  · intro a
    rw [he.extend_apply]
    congr 1
    apply Fintype.sum_of_injective e he
    · intro j hj
      rw [Function.extend_apply' _ _ _ hj]
      simp
    · intro b
      rw [he.extend_apply]
      rfl

/-- For mutually inverse `D` and `E` with `E - B` invertible, the inverse of `E - B` is `D` plus
the screened matrix `B (1 - D B)⁻¹` multiplied by `D` on both sides. -/
lemma screening_identity {D E B : Matrix m m ℝ} (hDE : D * E = 1) (hED : E * D = 1)
    (hu : IsUnit (E - B).det) : (E - B)⁻¹ = D + D * (B * (1 - D * B)⁻¹) * D := by
  have hY := Matrix.mul_nonsing_inv (E - B) hu
  generalize (E - B)⁻¹ = Y at hY ⊢
  have hX : (1 - D * B)⁻¹ = Y * E := by
    apply Matrix.inv_eq_right_inv
    calc (1 - D * B) * (Y * E) = D * ((E - B) * Y) * E := by rw [← hDE]; noncomm_ring
      _ = 1 := by rw [hY, mul_one, hDE]
  rw [hX]
  symm
  calc D + D * (B * (Y * E)) * D = D * 1 + D * B * Y * (E * D) := by noncomm_ring
    _ = D * ((E - B) * Y) + D * B * Y := by rw [hED, hY, mul_one (D * B * Y)]
    _ = D * E * Y := by noncomm_ring
    _ = Y := by rw [hDE, one_mul]

end General

/-- Under the screening condition, the on-site entry of `(1/α - S)⁻¹` does not decrease when the
cluster is enlarged. -/
theorem inverse_onsite_mono (h : ScreeningCondition S α g) {C C' : Finset ι} (hC : C ⊆ C')
    {i : ι} (hi : i ∈ C) :
    (clusterMatrix S α C)⁻¹ ⟨i, hi⟩ ⟨i, hi⟩
      ≤ (clusterMatrix S α C')⁻¹ ⟨i, hC hi⟩ ⟨i, hC hi⟩ := by
  let e : C → C' := fun a => ⟨a, hC a.2⟩
  have he : Function.Injective e := fun a b hab =>
    Subtype.ext (congrArg (fun z : C' => (z : ι)) hab)
  have hsub : (clusterMatrix S α C').submatrix e e = clusterMatrix S α C := by
    ext a b
    change Matrix.diagonal (fun j : C' => 1 / α j) (e a) (e b) - S a b
      = Matrix.diagonal (fun j : C => 1 / α j) a b - S a b
    by_cases hab : a = b
    · subst hab
      simp only [Matrix.diagonal_apply_eq, e]
    · rw [Matrix.diagonal_apply_ne _ (he.ne hab), Matrix.diagonal_apply_ne _ hab]
  -- trial vector: the response of the small cluster, extended by zero
  have hv : 2 * (clusterMatrix S α C)⁻¹ ⟨i, hi⟩ ⟨i, hi⟩ - (clusterMatrix S α C)⁻¹ ⟨i, hi⟩ ⟨i, hi⟩
      ≤ (clusterMatrix S α C')⁻¹ ⟨i, hC hi⟩ ⟨i, hC hi⟩ := by
    have := variational_bound (clusterMatrix_posDef h C') (e ⟨i, hi⟩)
      (Function.extend e (fun j => (clusterMatrix S α C)⁻¹ j ⟨i, hi⟩) 0)
    rw [quadratic_extend _ e he, hsub, column_energy (clusterMatrix_posDef h C),
      he.extend_apply] at this
    exact this
  linarith

/-- Under the screening condition, the on-site entry of `(1/α - S)⁻¹` is at most `1 / g i` in every
finite cluster. -/
theorem inverse_onsite_le (h : ScreeningCondition S α g) (C : Finset ι) (i : C) :
    (clusterMatrix S α C)⁻¹ i i ≤ 1 / g i := by
  have hq := gap_le_quadratic h C (fun j => (clusterMatrix S α C)⁻¹ j i)
  rw [column_energy (clusterMatrix_posDef h C)] at hq
  have h1 := Finset.single_le_sum
    (f := fun j : C => g j * ((clusterMatrix S α C)⁻¹ j i) ^ 2)
    (fun j _ => mul_nonneg (h.gap_pos j).le (sq_nonneg _)) (Finset.mem_univ i)
  have h2 : g i * ((clusterMatrix S α C)⁻¹ i i) ^ 2 ≤ (clusterMatrix S α C)⁻¹ i i :=
    le_trans h1 hq
  have hg := h.gap_pos i
  generalize (clusterMatrix S α C)⁻¹ i i = r at h2
  rw [le_div_iff₀ hg]
  by_contra hc
  have hc' : 1 < r * g i := not_le.mp hc
  have hr : 0 < r := by
    by_contra hr
    nlinarith [not_lt.mp hr]
  nlinarith [mul_lt_mul_of_pos_left hc' hr]

/-- Under the screening condition, the on-site screened constant is `((1/α - S)⁻¹ i i - α i) / α i ^
2`. -/
theorem screened_onsite (h : ScreeningCondition S α g) (C : Finset ι) (i : C) :
    screened S α C i i = ((clusterMatrix S α C)⁻¹ i i - α i) / α i ^ 2 := by
  have hne : ∀ j : C, α j ≠ 0 := fun j => (h.alpha_pos j).ne'
  have hDE : Matrix.diagonal (fun j : C => α j) * Matrix.diagonal (fun j : C => 1 / α j) = 1 := by
    rw [Matrix.diagonal_mul_diagonal, ← Matrix.diagonal_one]
    congr 1
    funext j
    exact mul_one_div_cancel (hne j)
  have hid := screening_identity hDE (mul_eq_one_comm.mp hDE) (B := restrict S C)
    (isUnit_iff_ne_zero.mpr (clusterMatrix_posDef h C).det_pos.ne')
  have hii : (clusterMatrix S α C)⁻¹ i i = α i + α i * screened S α C i i * α i := by
    have := congrFun (congrFun hid i) i
    rw [Matrix.add_apply, Matrix.diagonal_apply_eq, Matrix.mul_diagonal,
      Matrix.diagonal_mul] at this
    exact this
  rw [hii, eq_div_iff (pow_ne_zero 2 (hne i))]
  ring

/-- Under the screening condition, the on-site screened constant does not decrease when the cluster
is enlarged. -/
theorem screened_onsite_mono (h : ScreeningCondition S α g) {C C' : Finset ι} (hC : C ⊆ C')
    {i : ι} (hi : i ∈ C) :
    screened S α C ⟨i, hi⟩ ⟨i, hi⟩ ≤ screened S α C' ⟨i, hC hi⟩ ⟨i, hC hi⟩ := by
  rw [screened_onsite h, screened_onsite h]
  exact div_le_div_of_nonneg_right (sub_le_sub_right (inverse_onsite_mono h hC hi) _)
    (sq_nonneg _)

/-- Under the screening condition, along any growing sequence of clusters around site `i`, the
on-site screened constant converges from below, to a limit of at most `(1 / g i - α i) / α i ^ 2`.
-/
theorem screened_onsite_converges (h : ScreeningCondition S α g) (C : ℕ → Finset ι)
    (hC : Monotone C) {i : ι} (hi : ∀ n, i ∈ C n) :
    ∃ L : ℝ, Tendsto (fun n => screened S α (C n) ⟨i, hi n⟩ ⟨i, hi n⟩) atTop (𝓝 L) ∧
      (∀ n, screened S α (C n) ⟨i, hi n⟩ ⟨i, hi n⟩ ≤ L) ∧
      L ≤ (1 / g i - α i) / α i ^ 2 := by
  have hmono : Monotone (fun n => screened S α (C n) ⟨i, hi n⟩ ⟨i, hi n⟩) :=
    fun a b hab => screened_onsite_mono h (hC hab) (hi a)
  have hle : ∀ n, screened S α (C n) ⟨i, hi n⟩ ⟨i, hi n⟩ ≤ (1 / g i - α i) / α i ^ 2 := by
    intro n
    rw [screened_onsite h]
    exact div_le_div_of_nonneg_right
      (sub_le_sub_right (inverse_onsite_le h (C n) ⟨i, hi n⟩) _) (sq_nonneg _)
  have hb : BddAbove (Set.range fun n => screened S α (C n) ⟨i, hi n⟩ ⟨i, hi n⟩) :=
    ⟨_, Set.forall_mem_range.mpr hle⟩
  exact ⟨_, tendsto_atTop_ciSup hmono hb, fun n => le_ciSup hb n, ciSup_le hle⟩

end

end ScreenedClusterConvergence
```

```lean
#print axioms ScreenedClusterConvergence.screeningCondition_of_finite
#print axioms ScreenedClusterConvergence.screened_onsite_converges
```

```
'ScreenedClusterConvergence.screeningCondition_of_finite' depends on axioms: [propext, Classical.choice, Quot.sound]
'ScreenedClusterConvergence.screened_onsite_converges' depends on axioms: [propext, Classical.choice, Quot.sound]
```

Let \(S\) be the real symmetric matrix of bare structure constants and \(\alpha_i>0\) the screening parameters. For a finite cluster \(C\), write
\[
A_C=\alpha^{-1}-S_C,\qquad G_C=A_C^{-1},\qquad S^\alpha_C=S_C(1-\alpha S_C)^{-1}.
\]
In the code, `ι` is the type of sites, possibly infinite, and a cluster is a `Finset ι`. The matrices \(S_C\), \(A_C\) and \(S^\alpha_C\) are `restrict`, `clusterMatrix` and `screened`. An index `⟨i, hi⟩` is site \(i\) together with the proof that it belongs to the cluster.

The structure `ScreeningCondition S α g` requires, for some margins \(g_i>0\),
\[
S_{ii}+\sum_{j\in C}|S_{ij}|+g_i\le \frac1{\alpha_i}
\quad\text{for every finite } C\not\ni i .
\]
Physically, the screening multipoles on different sites polarise one another, and this condition keeps their mutual response stable with margin \(g_i\). For finitely many sites it follows from the strict inequality \(1/\alpha_i>S_{ii}+\sum_{j\ne i}|S_{ij}|\), by `screeningCondition_of_finite`. A model infinite chain with unit coupling between nearest neighbours only and \(\alpha=1/4\) also satisfies it, with \(g=1\); bare s–s structure constants have a longer range, and on an infinite chain their absolute row sums diverge.

Dominance is assumed, not derived from a lattice. Bare s–s structure constants decay as \(1/r\), so their absolute row sums diverge in an infinite three-dimensional crystal and the condition fails there; for a finite set of sites it holds when the \(\alpha_i\) are small enough. The standard tight-binding parameters are not that small: the s channels of an fcc atom and its twelve nearest neighbours already violate it. Dominance is sufficient but not necessary for the ordering, whose proof uses it only to make the cluster matrices positive definite. The model has one real channel per index, and the monotonicity concerns diagonal entries only. The final theorem gives a limit for each growing sequence of clusters, but neither a convergence rate nor an identification of the limit with a crystal quantity.

The first step bounds the energy of a vector \(x\) on \(C\). Since \(S_{ij}x_ix_j\le |S_{ij}|(x_i^2+x_j^2)/2\), symmetry gives
\[
\begin{aligned}
x\cdot A_Cx&=\sum_i\Big(\frac1{\alpha_i}-S_{ii}\Big)x_i^2-\sum_{i\ne j}S_{ij}x_ix_j\\
&\ge\sum_i\Big(\frac1{\alpha_i}-S_{ii}-\sum_{j\in C,\,j\ne i}|S_{ij}|\Big)x_i^2
\ge\sum_i g_ix_i^2 .
\end{aligned}
\]
This is `gap_le_quadratic`. It works row by row, and the leftover terms \(|S_{ij}|(x_i^2-x_j^2)/2\) cancel in the double sum. For \(x\ne0\) the bound is positive, so \(A_C\) is positive definite (`clusterMatrix_posDef`).

Next, let \(M\) be positive definite and \(y\) column \(i\) of \(M^{-1}\), so that \(My=e_i\), the unit vector at \(i\). Then
\[
0\le(x-y)\cdot M(x-y)=x\cdot Mx-2x_i+(M^{-1})_{ii},
\]
which is `variational_bound`: every trial vector satisfies \(2x_i-x\cdot Mx\le(M^{-1})_{ii}\).

For \(C\subseteq C'\), take column \(i\) of \(G_C\), extended by zero to \(C'\), as the trial vector for \(A_{C'}\). Its energy is still \((G_C)_{ii}\), by `column_energy`, and hence
\[
2(G_C)_{ii}-(G_C)_{ii}=(G_C)_{ii}\le(G_{C'})_{ii}.
\]
This is `inverse_onsite_mono`.

The proof turns on `Function.extend e x 0`. In Lean, vectors on \(C\) and \(C'\) have different index types, linked by the inclusion `e`. The extended vector equals `x` on the image of `e` and zero elsewhere. In `quadratic_extend`, `Fintype.sum_of_injective` removes the vanishing terms, once for each index of the quadratic form, and leaves the energy of the submatrix.

For an upper bound, put column \(i\) of \(G_C\) into the first estimate:
\[
g_i(G_C)_{ii}^2\le\sum_j g_j(G_C)_{ji}^2\le(G_C)_{ii},
\]
so \((G_C)_{ii}\le1/g_i\) (`inverse_onsite_le`).

To pass to the screened constants, note that \(1-\alpha S_C=\alpha A_C\), so \(S^\alpha_C=S_CG_C\alpha^{-1}\) and
\[
\alpha+\alpha S^\alpha_C\alpha=\alpha(A_C+S_C)G_C=G_C .
\]
This is `screening_identity`. Its diagonal gives `screened_onsite`:
\[
(S^\alpha_C)_{ii}=\frac{(G_C)_{ii}-\alpha_i}{\alpha_i^2}.
\]
The right side increases with \((G_C)_{ii}\), so monotonicity carries over (`screened_onsite_mono`), as does the bound. In `screened_onsite_converges`, a non-decreasing bounded sequence converges to its supremum \(L\). Every cluster value is therefore at most \(L\), and \(L\le(1/g_i-\alpha_i)/\alpha_i^2\).

Without positive definiteness the ordering can reverse. As an algebraic example, not a model of real atoms, take two sites with \(\alpha_1=\alpha_2=1\), \(S_{11}=S_{22}=0\) and \(S_{12}=S_{21}=2\). Then
\[
A=\begin{pmatrix}1&-2\\-2&1\end{pmatrix},\qquad \det A=-3,
\]
so \(A\) is not positive definite. Enlarging the cluster from site 1 to both sites lowers the on-site inverse from \(1\) to \(-1/3\), and the on-site screened constant from \(0\) to \(-4/3\).
